# With asymmetric transmissions, a probe terminal can make Seebeck and Peltier responses unequal

Terminals 0, 1 and 2 exchange particles and heat at finitely many energies $E_k$, measured from the chemical potential. The number $T_{pq}(E_k)$ is the transmission from terminal $q$ to terminal $p$, and $w_k$ is a thermal weight, standing for minus the derivative of the Fermi function. In scaled units, and with one open channel per terminal, the linear response between two terminals is the $2\times2$ block

$$A_{pq}=\sum_k w_k\,(\delta_{pq}-T_{pq}(E_k))\begin{pmatrix}1&E_k\\E_k&E_k^2\end{pmatrix}.$$

The diagonal entry $T_{pp}$ is the reflection back into terminal $p$. Component 0 refers to particles and component 1 to heat. The bias $x_q$ has as component 0 the shift of the chemical potential of reservoir $q$ and as component 1 the relative shift of its temperature; the off-diagonal entries below are compared in this normalisation. The biases $x_q$ drive currents $J_p=\sum_q A_{pq}x_q$, positive when they leave reservoir $p$. Terminal 1 is the reference, $x_1=0$. Terminal 2 is a probe whose potential and temperature adjust until $J_2=0$.

## The response matrix of terminal 0

If $A_{22}$ is invertible, then $J_0=Lx_0$ with $L=A_{00}-A_{02}A_{22}^{-1}A_{20}$. Its Seebeck entry $L_{01}$ gives the particle current per thermal bias, and its Peltier entry $L_{10}$ the heat current per particle bias. For the example `ringT`, with energies $-1,0,1$ and weights $a,b,a>0$,

$$L=\begin{pmatrix}a+b-c&a\\a-c&a\end{pmatrix},\qquad c=\frac{ab}{2a+b}>0,$$

so $L_{10}<L_{01}$. Unit weights give $L=\begin{pmatrix}5/3&1\\2/3&1\end{pmatrix}$.

## Off-diagonal entries in a transport code

In non-interacting linear-response simulations, probes are used to mimic inelastic scattering. A code that computes one off-diagonal entry of $L$ and copies it into the other can then be wrong when the transmissions are not symmetric, as in a magnetic field. A safer check compares $L$ with the transpose of the matrix obtained from the transposed transmissions: when $A_{22}$ is invertible the two are equal, by the reciprocity identity below.

## Eliminating the probe

The condition $A_{20}x_0+A_{22}x_2=0$ gives $x_2=-A_{22}^{-1}A_{20}x_0$. Inserting this into $J_0=A_{00}x_0+A_{02}x_2$ yields $L$.

For reciprocity, let primes denote the conductor with transposed transmissions, with biases $y$, $y_1=0$ and $J'_2=0$. Every block is a symmetric matrix, and $A'_{pq}=A_{qp}$. Hence, with $p,q$ running over 0 and 2,

$$\sum_p y_p\cdot J_p=\sum_{p,q}y_p\cdot A_{pq}x_q=\sum_{p,q}x_q\cdot A'_{qp}y_p=\sum_q x_q\cdot J'_q.$$

The probe terms vanish, leaving $y_0\cdot J_0=x_0\cdot J'_0$.

In the example, the sums over energies are

$$A_{00}=\begin{pmatrix}a+b&a\\a&a\end{pmatrix},\quad A_{02}=-a\begin{pmatrix}1&1\\1&1\end{pmatrix},$$

$$A_{20}=\begin{pmatrix}-b&0\\0&0\end{pmatrix},\quad A_{22}=\begin{pmatrix}2a+b&0\\0&2a\end{pmatrix}.$$

Therefore $A_{02}A_{22}^{-1}A_{20}=\begin{pmatrix}c&0\\c&0\end{pmatrix}$, and subtraction from $A_{00}$ gives $L$.

## Two biases at unit weights

Take $a=b=1$. A particle bias $x_0=(1,0)$ requires $A_{22}x_2=(1,0)$, so the probe settles at $x_2=(1/3,0)$. Then $J_0=(2,1)-(1/3,1/3)=(5/3,2/3)$. A thermal bias $x_0=(0,1)$ leaves the probe at $x_2=0$, and $J_0=(1,1)$. These are the two columns of $L$.

## The Lean file

```lean
import Mathlib

open Matrix

namespace SeebeckPeltierProbe

noncomputable section

variable {n : ℕ}

/-- The response block between terminals `p` and `q`: a sum over energies `ε k` with thermal
weights `w k` and transmissions `T k`. Row and column 0 refer to particles, 1 to heat. -/
def block (w ε : Fin n → ℝ) (T : Fin n → Matrix (Fin 3) (Fin 3) ℝ) (p q : Fin 3) :
    Matrix (Fin 2) (Fin 2) ℝ :=
  ∑ k, (w k * ((1 : Matrix (Fin 3) (Fin 3) ℝ) p q - T k p q)) •
    !![1, ε k; ε k, ε k ^ 2]

/-- The particle and heat currents at terminal `p` in linear response to the biases `x`. -/
def current (w ε : Fin n → ℝ) (T : Fin n → Matrix (Fin 3) (Fin 3) ℝ)
    (x : Fin 3 → Fin 2 → ℝ) (p : Fin 3) : Fin 2 → ℝ :=
  ∑ q, block w ε T p q *ᵥ x q

/-- The response matrix of the first terminal after elimination of the probe, the third
terminal; the second terminal is the reference. -/
def effective (w ε : Fin n → ℝ) (T : Fin n → Matrix (Fin 3) (Fin 3) ℝ) :
    Matrix (Fin 2) (Fin 2) ℝ :=
  block w ε T 0 0 - block w ε T 0 2 * (block w ε T 2 2)⁻¹ * block w ε T 2 0

/-- Each single block has equal off-diagonal (thermoelectric) entries. -/
theorem block_symm (w ε : Fin n → ℝ) (T : Fin n → Matrix (Fin 3) (Fin 3) ℝ) (p q : Fin 3) :
    block w ε T p q 1 0 = block w ε T p q 0 1 := by
  simp [block, Matrix.sum_apply]

/-- Transposing all transmission matrices exchanges the two terminals of a block. -/
theorem block_reverse (w ε : Fin n → ℝ) (T : Fin n → Matrix (Fin 3) (Fin 3) ℝ)
    (p q : Fin 3) : block w ε (fun k => (T k)ᵀ) p q = block w ε T q p := by
  have h : (1 : Matrix (Fin 3) (Fin 3) ℝ) p q = (1 : Matrix (Fin 3) (Fin 3) ℝ) q p := by
    rcases eq_or_ne p q with h | h
    · rw [h]
    · rw [Matrix.one_apply_ne h, Matrix.one_apply_ne h.symm]
  simp only [block, Matrix.transpose_apply, h]

/-- If the bias of the second terminal is zero, the probe carries neither particle nor heat current
and its own block is invertible, the currents at the first terminal are given by the effective
response matrix. -/
theorem current_eq_effective (w ε : Fin n → ℝ) (T : Fin n → Matrix (Fin 3) (Fin 3) ℝ)
    (x : Fin 3 → Fin 2 → ℝ) (hx : x 1 = 0) (hdet : IsUnit (block w ε T 2 2).det)
    (h : current w ε T x 2 = 0) :
    current w ε T x 0 = effective w ε T *ᵥ x 0 := by
  simp only [current, Fin.sum_univ_three, hx, Matrix.mulVec_zero, add_zero] at h ⊢
  -- solve the zero-current condition for the bias of the probe
  have h2 : x 2 = -((block w ε T 2 2)⁻¹ *ᵥ (block w ε T 2 0 *ᵥ x 0)) := by
    rw [eq_neg_of_add_eq_zero_left h, Matrix.mulVec_neg, Matrix.mulVec_mulVec,
      Matrix.nonsing_inv_mul _ hdet, Matrix.one_mulVec, neg_neg]
  rw [h2, effective, Matrix.sub_mulVec, Matrix.mulVec_neg, Matrix.mulVec_mulVec,
    Matrix.mulVec_mulVec, ← sub_eq_add_neg]

/-- Reciprocity with a probe: let the biases `x` on a conductor and `y` on the conductor with
transposed transmissions vanish at the second terminal and give zero currents at the third. Then the
crossed products of bias and current at the first terminal are equal. -/
theorem probe_reciprocity (w ε : Fin n → ℝ) (T : Fin n → Matrix (Fin 3) (Fin 3) ℝ)
    (x y : Fin 3 → Fin 2 → ℝ) (hx : x 1 = 0) (hy : y 1 = 0)
    (hJx : current w ε T x 2 = 0) (hJy : current w ε (fun k => (T k)ᵀ) y 2 = 0) :
    y 0 ⬝ᵥ current w ε T x 0 = x 0 ⬝ᵥ current w ε (fun k => (T k)ᵀ) y 0 := by
  have a0 := congrFun hJx 0
  have a1 := congrFun hJx 1
  have b0 := congrFun hJy 0
  have b1 := congrFun hJy 1
  simp only [current, Fin.sum_univ_three, hx, hy, Matrix.mulVec_zero, add_zero,
    block_reverse, Pi.add_apply, Pi.zero_apply, Matrix.mulVec, dotProduct,
    Fin.sum_univ_two, block_symm] at a0 a1 b0 b1 ⊢
  -- the probe contributes nothing, since its currents vanish in both conductors
  linear_combination x 2 0 * b0 + x 2 1 * b1 - y 2 0 * a0 - y 2 1 * a1

/-- The three energies -1, 0, 1, measured from the chemical potential. -/
def levels : Fin 3 → ℝ := ![-1, 0, 1]

/-- The transmission matrices at energies -1, 0, 1: a reflection at the first terminal with an
exchange of the other two, a cyclic circulation, and the opposite circulation. -/
def ringT : Fin 3 → Matrix (Fin 3) (Fin 3) ℝ :=
  ![!![1, 0, 0; 0, 0, 1; 0, 1, 0],
    !![0, 1, 0; 0, 0, 1; 1, 0, 0],
    !![0, 0, 1; 1, 0, 0; 0, 1, 0]]

/-- Each of the three matrices of `ringT` is orthogonal and equals its own entrywise square. -/
theorem ringT_lossless (k : Fin 3) :
    ringT k * (ringT k)ᵀ = 1 ∧ ∀ i j, ringT k i j ^ 2 = ringT k i j := by
  constructor
  · ext i j
    fin_cases k <;> fin_cases i <;> fin_cases j <;>
      simp [ringT, Matrix.mul_apply, Fin.sum_univ_three]
  · intro i j
    fin_cases k <;> fin_cases i <;> fin_cases j <;> simp [ringT]

/-- For `ringT` with positive thermal weights `a, b, a` at energies -1, 0, 1 the probe block is
invertible and the effective response matrix has the stated closed form. -/
theorem effective_ring (a b : ℝ) (ha : 0 < a) (hb : 0 < b) :
    IsUnit (block ![a, b, a] levels ringT 2 2).det ∧
    effective ![a, b, a] levels ringT =
      !![a + b - a * b / (2 * a + b), a; a - a * b / (2 * a + b), a] := by
  -- the four blocks that enter
  have h00 : block ![a, b, a] levels ringT 0 0 = !![a + b, a; a, a] := by
    ext i j
    fin_cases i <;> fin_cases j <;>
      simp [block, levels, ringT, Fin.sum_univ_three]
    ring
  have h02 : block ![a, b, a] levels ringT 0 2 = !![-a, -a; -a, -a] := by
    ext i j
    fin_cases i <;> fin_cases j <;>
      simp [block, levels, ringT, Fin.sum_univ_three]
  have h20 : block ![a, b, a] levels ringT 2 0 = !![-b, 0; 0, 0] := by
    ext i j
    fin_cases i <;> fin_cases j <;>
      simp [block, levels, ringT, Fin.sum_univ_three]
  have h22 : block ![a, b, a] levels ringT 2 2 = !![2 * a + b, 0; 0, 2 * a] := by
    ext i j
    fin_cases i <;> fin_cases j <;>
      simp [block, levels, ringT, Fin.sum_univ_three] <;> ring
  have n1 : 2 * a + b ≠ 0 := by positivity
  have n2 : 2 * a ≠ 0 := by positivity
  -- the probe block is diagonal, so its inverse is explicit
  have hinv : (!![2 * a + b, 0; 0, 2 * a])⁻¹ =
      !![1 / (2 * a + b), 0; 0, 1 / (2 * a)] := by
    apply Matrix.inv_eq_right_inv
    rw [Matrix.mul_fin_two, mul_one_div_cancel n1, mul_one_div_cancel n2,
      Matrix.one_fin_two]
    simp
  constructor
  · rw [h22, Matrix.det_fin_two_of, mul_zero, sub_zero]
    exact isUnit_iff_ne_zero.mpr (mul_ne_zero n1 n2)
  · rw [effective, h00, h02, h20, h22, hinv, Matrix.mul_fin_two, Matrix.mul_fin_two]
    ext i j
    fin_cases i <;> fin_cases j <;> simp <;> ring

/-- For `ringT` at energies -1, 0, 1 and all positive thermal weights `a, b, a`, the Peltier entry
of the effective response matrix is strictly smaller than the Seebeck entry. -/
theorem peltier_lt_seebeck (a b : ℝ) (ha : 0 < a) (hb : 0 < b) :
    effective ![a, b, a] levels ringT 1 0 < effective ![a, b, a] levels ringT 0 1 := by
  have h : 0 < a * b / (2 * a + b) := by positivity
  rw [(effective_ring a b ha hb).2]
  change a - a * b / (2 * a + b) < a
  linarith

/-- For `ringT` at energies -1, 0, 1 with unit weights, the effective response matrix has the rows
(5/3, 1) and (2/3, 1). -/
theorem effective_unit_weights :
    effective ![1, 1, 1] levels ringT = !![5 / 3, 1; 2 / 3, 1] := by
  rw [(effective_ring 1 1 one_pos one_pos).2]
  norm_num

end

end SeebeckPeltierProbe
```

```lean
#print axioms SeebeckPeltierProbe.probe_reciprocity
#print axioms SeebeckPeltierProbe.ringT_lossless
#print axioms SeebeckPeltierProbe.peltier_lt_seebeck
#print axioms SeebeckPeltierProbe.effective_unit_weights
```

```
'SeebeckPeltierProbe.probe_reciprocity' depends on axioms: [propext, Classical.choice, Quot.sound]
'SeebeckPeltierProbe.ringT_lossless' depends on axioms: [propext, Classical.choice, Quot.sound]
'SeebeckPeltierProbe.peltier_lt_seebeck' depends on axioms: [propext, Classical.choice, Quot.sound]
'SeebeckPeltierProbe.effective_unit_weights' depends on axioms: [propext, Classical.choice, Quot.sound]
```

## Scope of the theorems and their proofs

`block`, `current` and `effective` are $A_{pq}$, $J_p$ and $L$; the comments call terminals 0, 1, 2 first, second, third. The general theorems allow any finite set of energies and any real weights and transmissions.

`current_eq_effective` assumes an invertible probe block and solves for `x 2` as above. `probe_reciprocity` needs no inverse: `block_symm` and `block_reverse` supply the two symmetries, and `linear_combination` removes the probe terms using the zero-current equations.

`ringT_lossless` checks that each transmission matrix is orthogonal and equals its entrywise square. It can therefore serve as its own scattering matrix.

`effective_ring` computes the four blocks entry by entry, verifies the diagonal inverse by multiplication, and proves that the probe block is invertible. `peltier_lt_seebeck` then follows from $c>0$, and `effective_unit_weights` by substitution.

The current formula is taken as a definition, not derived from scattering theory. The weights are free positive numbers; unit weights are chosen for easy arithmetic, whereas the values of minus the Fermi derivative at energies $-1,0,1$ would have $b>a$. Three discrete energies replace an integral over a continuous spectrum. Interactions and nonlinear response are absent. The inequality concerns entries of $L$, in scaled units, for this one conductor; it does not say that every probe breaks the symmetry. When all transmission matrices are symmetric and $A_{22}$ is invertible, reciprocity makes $L$ symmetric even with the probe.
